# Bohr–Sommerfeld levels of \(c|x|^s\) with \(c, s > 0\) are proportional to \((n+1/2)^{2s/(s+2)}\)

## Can the level spacing be known before the action integral is?

A particle in a V-shaped well feels a force of constant size that always points back to the centre. I want its Bohr–Sommerfeld energies, and also those for other wells of the form \(V(x) = c|x|^s\). For \(s = 2\) the levels are evenly spaced. For other \(s\) I am told that they follow \((n+1/2)^{2s/(s+2)}\), but for general \(s\) I can't find an elementary antiderivative for the momentum. How can the exponent be known if the integral isn't? And for the V-shaped well, where the integral looks easy, what are the levels with all their constants?

## Rescaling the length takes the energy out of the integral

The exponent follows from the way the integral depends on energy, and a change of variable gives that. What remains is a positive number that doesn't depend on \(n\).

Let the particle have mass \(m > 0\) and energy \(E > 0\), with \(c, s > 0\). Its momentum has magnitude

\[
p_E(x) = \sqrt{2m\,(E - c|x|^s)} .
\]

The potential increases with \(|x|\), so \(c|x|^s < E\) holds exactly when \(|x| < a(E)\), where \(a(E) = (E/c)^{1/s}\) is the right turning point. One full oscillation crosses the well twice, so the loop action is

\[
J(E) = 2\int_{-a(E)}^{a(E)} p_E(x)\,dx .
\]

The integrand is continuous and positive between the turning points, and the interval has positive length. Hence \(J(E) > 0\).

Now put \(x = E^{1/s}y\). Three things follow:

- The potential energy becomes \(c|x|^s = E\,c|y|^s\), so \(p_E(x) = \sqrt{E}\;p_1(y)\).
- The turning points \(x = \pm a(E)\) become \(y = \pm a(1)\), because \(a(E) = E^{1/s}a(1)\).
- The length element becomes \(dx = E^{1/s}\,dy\).

Together they give

\[
J(E) = E^{1/s}\sqrt{E}\cdot 2\int_{-a(1)}^{a(1)} p_1(y)\,dy = E^{1/2+1/s}\,J(1).
\]

Here \(J(1)\) is the loop action at one unit of energy. It depends on \(m\), \(c\) and \(s\).

The Bohr–Sommerfeld condition is \(J(E) = 2\pi\hbar(n+\tfrac12)\) with \(n = 0, 1, 2, \dots\) The \(\tfrac12\) stands for the phase that the wave loses at the two smooth turning points: \(\pi/2\) at each, which makes half a cycle in all. Dividing by \(J(1)\), which is allowed because it is positive, gives

\[
E^{1/2+1/s} = \frac{2\pi\hbar}{J(1)}\left(n+\tfrac12\right).
\]

Since \(\tfrac12+\tfrac1s = \tfrac{s+2}{2s}\), and both sides are positive, this is equivalent to

\[
E = \left(\frac{2\pi\hbar}{J(1)}\right)^{2s/(s+2)}\left(n+\tfrac12\right)^{2s/(s+2)} .
\]

In the ratio of two levels the first factor cancels, so the ratio depends only on \(s\) and the two quantum numbers.

### The V-shaped well with its constants

For \(s = 1\) the turning point is \(E/c\). The momentum is even in \(x\), so the loop action is four times the integral over the right half of the well. With \(u = E - cx\),

\[
J(E) = 4\int_0^{E/c}\sqrt{2m(E-cx)}\,dx
= \frac{4\sqrt{2m}}{c}\int_0^E u^{1/2}\,du
= \frac{8\sqrt{2m}\,E^{3/2}}{3c}.
\]

Setting this equal to \(2\pi\hbar(n+\tfrac12)\) and solving for \(E\) gives

\[
E = \left(\frac{3\pi c\hbar\,(n+\tfrac12)}{4\sqrt{2m}}\right)^{2/3}.
\]

The levels move closer together as \(n\) grows, and the second lies at \(3^{2/3}\) times the first.

### The same argument in Lean

The Lean 4 file below, written over Mathlib, defines the momentum, the turning point and the loop action, and proves the results above.

```lean
import Mathlib

open MeasureTheory

namespace PowerLawBohrSommerfeld

noncomputable section

/-- Magnitude of the classical momentum at position `x` and energy `E` in the potential
`c |x|^s`, for positions in the classically allowed region. -/
def momentum (m c s E x : ℝ) : ℝ := √(2 * m * (E - c * |x| ^ s))

/-- Right turning point `(E/c)^(1/s)` of the potential `c |x|^s`, for `c, s > 0` and `E ≥ 0`. -/
def turningPoint (c s E : ℝ) : ℝ := (E / c) ^ (1 / s)

/-- Loop action: twice the integral of the momentum between the two turning points,
for `c, s > 0` and `E ≥ 0`. -/
def loopAction (m c s E : ℝ) : ℝ :=
  2 * ∫ x in (-turningPoint c s E)..(turningPoint c s E), momentum m c s E x

variable {m c s E : ℝ}

/-- For `c, s, E > 0` the potential energy lies below `E` exactly at the positions strictly
between the two turning points. -/
theorem potential_lt_iff (hc : 0 < c) (hs : 0 < s) (hE : 0 < E) (x : ℝ) :
    c * |x| ^ s < E ↔ |x| < turningPoint c s E := by
  unfold turningPoint
  rw [one_div, Real.lt_rpow_inv_iff_of_pos (abs_nonneg x) (div_pos hE hc).le hs,
    lt_div_iff₀ hc, mul_comm]

/-- For `s > 0` the momentum is a continuous function of position. -/
theorem continuous_momentum (hs : 0 < s) : Continuous (momentum m c s E) := by
  have h : Continuous fun x : ℝ => |x| ^ s :=
    continuous_abs.rpow_const fun _ => Or.inr hs.le
  exact (continuous_const.mul (continuous_const.sub (continuous_const.mul h))).sqrt

/-- For `m, c, s > 0` the loop action is positive at every energy `E > 0`. -/
theorem loopAction_pos (hm : 0 < m) (hc : 0 < c) (hs : 0 < s) (hE : 0 < E) :
    0 < loopAction m c s E := by
  have ha : 0 < turningPoint c s E := Real.rpow_pos_of_pos (div_pos hE hc) _
  refine mul_pos two_pos (intervalIntegral.intervalIntegral_pos_of_pos_on
    ((continuous_momentum hs).intervalIntegrable _ _) ?_ (by linarith))
  intro x hx
  -- inside the allowed region the kinetic energy is positive
  have h := (potential_lt_iff hc hs hE x).2 (abs_lt.2 ⟨hx.1, hx.2⟩)
  exact Real.sqrt_pos.2 (mul_pos (mul_pos two_pos hm) (sub_pos.2 h))

/-- Scaling law: for `c, s, E > 0` the loop action at energy `E` is `E^(1/2 + 1/s)` times
the loop action at unit energy. -/
theorem loopAction_scaling (hc : 0 < c) (hs : 0 < s) (hE : 0 < E) :
    loopAction m c s E = E ^ (1 / 2 + 1 / s) * loopAction m c s 1 := by
  have ht : turningPoint c s E = E ^ (1 / s) * turningPoint c s 1 := by
    unfold turningPoint
    rw [← Real.mul_rpow hE.le (one_div_pos.2 hc).le, mul_one_div]
  -- lengths scale with E^(1/s), momenta with √E
  have hp : ∀ y, momentum m c s E (E ^ (1 / s) * y) = √E * momentum m c s 1 y := by
    intro y
    have hl : (E ^ (1 / s)) ^ s = E := by
      rw [← Real.rpow_mul hE.le, one_div_mul_cancel hs.ne', Real.rpow_one]
    unfold momentum
    rw [abs_mul, abs_of_pos (Real.rpow_pos_of_pos hE _),
      Real.mul_rpow (Real.rpow_nonneg hE.le _) (abs_nonneg y), hl, ← Real.sqrt_mul hE.le]
    congr 1
    ring
  -- substitute x = E^(1/s) y in the action integral
  have hsub := intervalIntegral.smul_integral_comp_mul_left
    (a := -turningPoint c s 1) (b := turningPoint c s 1) (momentum m c s E) (E ^ (1 / s))
  simp only [hp, intervalIntegral.integral_const_mul, smul_eq_mul, mul_neg, ← ht] at hsub
  unfold loopAction
  rw [← hsub, Real.rpow_add hE, ← Real.sqrt_eq_rpow]
  ring

/-- Bohr-Sommerfeld levels of `c |x|^s`: for `m, c, s, hbar > 0`, an energy `E > 0` has loop action
`2 π hbar (n + 1/2)` exactly when it equals `(2 π hbar / J)^(2s/(s+2))`, where `J` is the loop
action at unit energy, times `(n + 1/2)^(2s/(s+2))`. -/
theorem bohrSommerfeld_iff {hbar : ℝ} (hm : 0 < m) (hc : 0 < c) (hs : 0 < s)
    (hh : 0 < hbar) (hE : 0 < E) (n : ℕ) :
    loopAction m c s E = 2 * Real.pi * hbar * (n + 1 / 2) ↔
      E = (2 * Real.pi * hbar / loopAction m c s 1) ^ (2 * s / (s + 2)) *
        ((n : ℝ) + 1 / 2) ^ (2 * s / (s + 2)) := by
  have hJ : 0 < loopAction m c s 1 := loopAction_pos hm hc hs one_pos
  have hA : 0 ≤ 2 * Real.pi * hbar / loopAction m c s 1 :=
    div_nonneg (by positivity) hJ.le
  have hn : (0 : ℝ) ≤ (n : ℝ) + 1 / 2 := by positivity
  have hp : 1 / 2 + 1 / s ≠ 0 := by positivity
  -- the level exponent is the inverse of the action exponent
  have hq : 2 * s / (s + 2) = (1 / 2 + 1 / s)⁻¹ := by
    have h : 1 / 2 + 1 / s = (s + 2) / (2 * s) := by
      rw [div_add_div _ _ two_ne_zero hs.ne']
      ring
    rw [h, inv_div]
  rw [loopAction_scaling hc hs hE, hq, ← Real.mul_rpow hA hn,
    Real.eq_rpow_inv hE.le (mul_nonneg hA hn) hp, div_mul_eq_mul_div, eq_div_iff hJ.ne']

/-- For `m, c, s, hbar > 0`, the ratio of two positive Bohr-Sommerfeld energies with quantum
numbers `n` and `k` is `((n + 1/2)/(k + 1/2))^(2s/(s+2))`. -/
theorem level_ratio {hbar E' : ℝ} (hm : 0 < m) (hc : 0 < c) (hs : 0 < s)
    (hh : 0 < hbar) (hE : 0 < E) (hE' : 0 < E') (n k : ℕ)
    (h : loopAction m c s E = 2 * Real.pi * hbar * (n + 1 / 2))
    (h' : loopAction m c s E' = 2 * Real.pi * hbar * (k + 1 / 2)) :
    E / E' = (((n : ℝ) + 1 / 2) / ((k : ℝ) + 1 / 2)) ^ (2 * s / (s + 2)) := by
  have hJ : 0 < loopAction m c s 1 := loopAction_pos hm hc hs one_pos
  have hA : 0 < 2 * Real.pi * hbar / loopAction m c s 1 := div_pos (by positivity) hJ
  have hn : (0 : ℝ) ≤ (n : ℝ) + 1 / 2 := by positivity
  have hk : (0 : ℝ) ≤ (k : ℝ) + 1 / 2 := by positivity
  have e := (bohrSommerfeld_iff hm hc hs hh hE n).1 h
  have e' := (bohrSommerfeld_iff hm hc hs hh hE' k).1 h'
  rw [e, e', mul_div_mul_left _ _ (Real.rpow_pos_of_pos hA _).ne', ← Real.div_rpow hn hk]

/-- For `s > 0` the loop action is four times the momentum integral from the centre to the
right turning point. -/
theorem loopAction_eq_four_quarters (hs : 0 < s) :
    loopAction m c s E = 4 * ∫ x in (0 : ℝ)..(turningPoint c s E), momentum m c s E x := by
  have hi : ∀ a b, IntervalIntegrable (momentum m c s E) volume a b :=
    fun a b => (continuous_momentum hs).intervalIntegrable a b
  have he : ∀ x, momentum m c s E (-x) = momentum m c s E x := by
    intro x
    simp only [momentum, abs_neg]
  -- reflection maps the right half of the well to the left half
  have hn := intervalIntegral.integral_comp_neg
    (a := 0) (b := turningPoint c s E) (momentum m c s E)
  simp only [he, neg_zero] at hn
  unfold loopAction
  rw [← intervalIntegral.integral_add_adjacent_intervals (hi _ 0) (hi 0 _), ← hn]
  ring

/-- In the V-shaped well `c |x|` with `m, c > 0`, the loop action at energy `E > 0` is
`8 √(2m) E^(3/2) / (3c)`. -/
theorem loopAction_linear (hm : 0 < m) (hc : 0 < c) (hE : 0 < E) :
    loopAction m c 1 E = 8 * √(2 * m) * E ^ (3 / 2 : ℝ) / (3 * c) := by
  have ht : turningPoint c 1 E = E / c := by simp [turningPoint]
  have hcongr : ∫ x in (0 : ℝ)..(E / c), momentum m c 1 E x =
      ∫ x in (0 : ℝ)..(E / c), √(2 * m) * (E - c * x) ^ (1 / 2 : ℝ) := by
    apply intervalIntegral.integral_congr
    intro x hx
    rw [Set.uIcc_of_le (div_pos hE hc).le] at hx
    simp only [momentum]
    rw [Real.rpow_one, abs_of_nonneg hx.1, Real.sqrt_mul (mul_pos two_pos hm).le,
      ← Real.sqrt_eq_rpow]
  have hb : E - c * (E / c) = 0 := sub_eq_zero.2 (by field_simp)
  have h32 : (1 / 2 + 1 : ℝ) = 3 / 2 := by norm_num
  -- the kinetic energy E - c x serves as integration variable
  rw [loopAction_eq_four_quarters one_pos, ht, hcongr, intervalIntegral.integral_const_mul,
    intervalIntegral.integral_comp_sub_mul (fun y : ℝ => y ^ (1 / 2 : ℝ)) hc.ne' E,
    integral_rpow (Or.inl (by norm_num)), hb, mul_zero, sub_zero, h32,
    Real.zero_rpow (by norm_num), smul_eq_mul]
  ring

/-- In the V-shaped well `c |x|` with `m, c, hbar > 0`, an energy `E > 0` has loop action
`2 π hbar (n + 1/2)` exactly when `E = (3 π c hbar (n + 1/2) / (4 √(2m)))^(2/3)`. -/
theorem linear_levels {hbar : ℝ} (hm : 0 < m) (hc : 0 < c) (hh : 0 < hbar)
    (hE : 0 < E) (n : ℕ) :
    loopAction m c 1 E = 2 * Real.pi * hbar * (n + 1 / 2) ↔
      E = (3 * Real.pi * c * hbar * (n + 1 / 2) / (4 * √(2 * m))) ^ (2 / 3 : ℝ) := by
  have hS : 0 < √(2 * m) := Real.sqrt_pos.2 (mul_pos two_pos hm)
  have hX : 0 ≤ 3 * Real.pi * c * hbar * ((n : ℝ) + 1 / 2) / (4 * √(2 * m)) := by
    positivity
  have hq : (2 / 3 : ℝ) = (3 / 2 : ℝ)⁻¹ := by norm_num
  rw [loopAction_linear hm hc hE, hq, Real.eq_rpow_inv hE.le hX (by norm_num),
    div_eq_iff (mul_pos three_pos hc).ne', eq_div_iff (mul_pos four_pos hS).ne']
  constructor
  · intro h
    linear_combination h / 2
  · intro h
    linear_combination 2 * h

end

end PowerLawBohrSommerfeld
```

```lean
#print axioms PowerLawBohrSommerfeld.bohrSommerfeld_iff
#print axioms PowerLawBohrSommerfeld.level_ratio
#print axioms PowerLawBohrSommerfeld.linear_levels
```

```
'PowerLawBohrSommerfeld.bohrSommerfeld_iff' depends on axioms: [propext, Classical.choice, Quot.sound]
'PowerLawBohrSommerfeld.level_ratio' depends on axioms: [propext, Classical.choice, Quot.sound]
'PowerLawBohrSommerfeld.linear_levels' depends on axioms: [propext, Classical.choice, Quot.sound]
```

### What the theorems say about the well

`momentum m c s E x` is \(p_E(x)\), a magnitude without a sign for the direction of travel. `turningPoint c s E` is \(a(E)\), and `loopAction m c s E` is \(J(E)\), the full \(\oint p\,dx\). Some textbooks call \(J/2\pi\) the action, so a comparison may need that factor. All these quantities are real numbers in one consistent set of units, and `loopAction m c s 1` is \(J(1)\). The exponent `s` is any positive real number, not only an integer.

`potential_lt_iff` states that the potential energy is below \(E\) exactly between the turning points, which confirms that the integral runs over the classically allowed region. `loopAction_pos` gives \(J(E) > 0\), and in particular \(J(1) > 0\). `loopAction_scaling` is the power law.

`bohrSommerfeld_iff` takes positive `m`, `c`, `s`, `hbar` and `E` and a natural number `n`. It says that the quantization condition and the explicit energy formula are equivalent. The right-hand side of that formula is positive for every `n`, including `n = 0`, so each quantum number has exactly one positive energy. `level_ratio` takes two positive energies that satisfy the condition with quantum numbers `n` and `k`, and gives their ratio. `loopAction_linear` and `linear_levels` are the two explicit formulas for the V-shaped well.

The quantization condition enters as an equation for a classical integral. The step from there to a real quantum particle is the WKB approximation, which says that at large \(n\) the energies satisfying this equation lie near the eigenvalues of the Schrödinger operator; no theorem here supplies it or bounds the error. For a single particle in one dimension, the formula can provide starting energies for a numerical search for eigenvalues, with the better guesses expected at large \(n\).

### From the substitution to the levels, lemma by lemma

`potential_lt_iff` rewrites \(|x| < (E/c)^{1/s}\) as \(|x|^s < E/c\) and then multiplies by \(c\). `continuous_momentum` supplies the continuity that makes the momentum integrable. `loopAction_pos` combines the two: the integral of a function that is positive inside an interval of positive length is positive.

In `loopAction_scaling`, the step `ht` is \(a(E) = E^{1/s}a(1)\), and `hp` is \(p_E(E^{1/s}y) = \sqrt{E}\,p_1(y)\). The step `hsub` is the substitution itself, taken from Mathlib's rule for integrals of \(f(ky)\) with a constant \(k\), here \(k = E^{1/s}\). The last lines collect \(\sqrt{E}\) and \(E^{1/s}\) into one power.

In `bohrSommerfeld_iff`, the step `hq` shows that \(2s/(s+2)\) is the reciprocal of \(\tfrac12+\tfrac1s\). The final rewriting inserts the scaling law, joins the two factors of the energy formula under one power, and undoes that power with `Real.eq_rpow_inv`. Each of these steps works in both directions, so the result is an equivalence. `level_ratio` applies it to both energies and cancels the common factor.

`loopAction_eq_four_quarters` splits the integral at the centre and reflects one half onto the other. `loopAction_linear` starts from there. Its step `hcongr` removes the absolute value on the right half and takes \(\sqrt{2m}\) out of the root. The substitution \(u = E - cx\) and the power rule for integrals then finish the calculation. `linear_levels` inverts the \(\tfrac32\) power, and `linear_combination` confirms that the two remaining equations differ only by a factor of 2.

### Unequal sides, the oscillator and the box

These neighbouring cases are worked by ordinary reasoning and have no theorem in the file.

The two sides of the well need not be equally steep. Let \(V(x) = c_+x^s\) for \(x \ge 0\) and \(V(x) = c_-|x|^s\) for \(x < 0\), with \(c_+, c_- > 0\). Both turning points still scale as \(E^{1/s}\) and the momentum as \(\sqrt{E}\). The same substitution gives \(J(E) = E^{1/2+1/s}J(1)\), and the levels keep the exponent \(2s/(s+2)\). Only \(J(1)\) changes.

For \(s = 2\) and \(c = m\omega^2/2\), where \(\omega\) is the angular frequency, the orbit in phase space is an ellipse of area \(J(E) = 2\pi E/\omega\). The condition then gives \(E = \hbar\omega(n+\tfrac12)\), which are the exact oscillator levels.

As \(s \to \infty\) at fixed \(c\), the well approaches a box with walls at \(x = \pm 1\) in the chosen unit of length, and the exponent tends to 2. The exact levels of a box with hard walls are proportional to \((n+1)^2\), not \((n+\tfrac12)^2\). The limit finds the right power but keeps the phase of smooth turning points, which hard walls don't have.
